# One-sided Grüneisen parameters of a fully degenerate level from the eigenvalues of dD/dV

## Labelling modes by size

When several vibrational modes share one frequency, nothing in the dynamical matrix at that volume says which mode is which. Before one can speak of the volume derivative of "the k-th mode", a labelling has to be chosen. Here the modes are labelled by size: at each volume V the eigenvalues of the dynamical matrix D(V) are put in ascending order,

λ_0(V) ≤ λ_1(V) ≤ … ≤ λ_{n−1}(V),

and the k-th mode is the k-th entry of this list. No eigenvectors are followed from one volume to the next.

The price is a possible kink. For two modes with D(V) = l I + (V − V0) D', where D' has zero diagonal and off-diagonal entries c > 0, the sorted eigenvalues are l ± c |V − V0|. Each has different slopes on the two sides of V0, so the limit is taken from one side, with V = V0 + h and h decreasing to 0.

## The slopes at a degenerate volume

Let D(V) be a real symmetric n × n matrix whose entries are differentiable at V0, with derivative matrix D', and let D(V0) = l I. Write μ_0 ≤ … ≤ μ_{n−1} for the eigenvalues of D'. Then, for every k,

(λ_k(V0 + h) − l)/h → μ_k as h ↓ 0.

The eigenvalues of D are squared frequencies, ω_k = √λ_k. If l > 0, the mode Grüneisen parameter γ = −(V/ω) dω/dV, taken from the right at V0, is

γ_k = −V0 μ_k/(2l).

For V0 > 0 the minus sign reverses the order: the largest μ_k gives the smallest γ_k.

## Comparing energy forms

The derivation rests on a comparison principle. Let A and B be symmetric with ascending eigenvalues α_i and β_i, let a ≥ 0, and suppose that for all x

xᵀAx ≤ a xᵀBx + b xᵀx.

Then α_k ≤ a β_k + b. To see this, let p_i and q_i be the components of x along the orthonormal eigenvectors of A and B, so that

xᵀx = Σ p_i² = Σ q_i², xᵀAx = Σ α_i p_i², xᵀBx = Σ β_i q_i².

Require p_i = 0 for i < k and q_i = 0 for i > k. These are n − 1 homogeneous linear conditions on n unknowns, so some x ≠ 0 satisfies them. For this x,

α_k xᵀx ≤ xᵀAx ≤ a xᵀBx + b xᵀx ≤ (a β_k + b) xᵀx,

and division by xᵀx > 0 gives the claim.

A second estimate controls the remainder. If |E_ij| ≤ δ for all i and j, then

x_i E_ij x_j ≤ (δ/2)(x_i² + x_j²),

and summing over i and j gives xᵀEx ≤ nδ xᵀx. The same holds for −E.

## From the linear expansion to the frequencies

Differentiability means that

D(V0 + h) = l I + h D' + h E,

where the entries of E tend to 0 with h. Fix δ > 0 and take h > 0 so small that |E_ij| ≤ δ. Then

xᵀD(V0 + h)x ≤ h xᵀD'x + (l + h nδ) xᵀx,

xᵀD'x ≤ h⁻¹ xᵀD(V0 + h)x + (−l/h + nδ) xᵀx.

The comparison principle turns these into λ_k ≤ h μ_k + l + h nδ and μ_k ≤ λ_k/h − l/h + nδ. Together they say

|(λ_k(V0 + h) − l)/h − μ_k| ≤ nδ.

Since δ was arbitrary, the limit follows.

For the frequencies, λ_k(V0 + h) → l > 0, so λ_k is positive for small h and

(√λ_k − √l)/h = [(λ_k − l)/h] / (√λ_k + √l) → μ_k/(2√l).

Multiplication by −V0/√l gives γ_k.

## Derivatives of degenerate modes in a phonon code

A program often obtains a mode derivative as eᵀD'e, with e a normalised eigenvector of D(V0) and D' from finite differences. At a degenerate level the diagonaliser returns an arbitrary orthonormal basis, and these numbers can depend on it. In the two-mode example the coordinate basis gives 0 and 0, while the slopes are −c and c. The remedy is to diagonalise D' within the degenerate subspace first. Central differences of sorted frequencies fail in the same example, because the kink cancels.

For a harmonic model with a real dynamical matrix that is fully degenerate at V0, the result thus identifies the one-sided derivatives of the individual modes, labelled by size. A quasi-harmonic estimate of thermal expansion at V0 needs less: modes of equal frequency have equal heat capacities, so only the sum of the γ_k enters. For l > 0 this sum is −V0 tr D'/(2l), which the numbers eᵀD'e give in any orthonormal basis.

## The statement in Lean

```lean
import Mathlib

open Filter Topology Matrix

namespace DegenerateGruneisen

noncomputable section

variable {n : ℕ}

/-- The eigenvalues of a real symmetric matrix, with multiplicity, in ascending order. -/
def sortedEig {A : Matrix (Fin n) (Fin n) ℝ} (hA : A.IsHermitian) : Fin n → ℝ :=
  hA.eigenvalues ∘ Tuple.sort hA.eigenvalues

/-- In suitable normal coordinates `Q x` the squared length is a sum of squares, and the
harmonic energy form is the sum of squares weighted by the sorted eigenvalues. -/
theorem normal_coordinates {A : Matrix (Fin n) (Fin n) ℝ} (hA : A.IsHermitian) :
    ∃ Q : Matrix (Fin n) (Fin n) ℝ, ∀ x : Fin n → ℝ,
      x ⬝ᵥ x = ∑ i, (Q *ᵥ x) i ^ 2 ∧
      x ⬝ᵥ (A *ᵥ x) = ∑ i, sortedEig hA i * (Q *ᵥ x) i ^ 2 := by
  obtain ⟨U, hU⟩ : ∃ U : Matrix (Fin n) (Fin n) ℝ,
      U = (hA.eigenvectorUnitary : Matrix (Fin n) (Fin n) ℝ) := ⟨_, rfl⟩
  have h1 : U * Uᵀ = 1 := by
    have h := Matrix.mem_unitaryGroup_iff.mp hA.eigenvectorUnitary.2
    rw [Matrix.star_eq_conjTranspose, Matrix.conjTranspose_eq_transpose_of_trivial] at h
    rw [hU]
    exact h
  -- the columns of U are the polarisation vectors
  have h2 : A * U = U * diagonal hA.eigenvalues := by
    ext i j
    have h := congrFun (hA.mulVec_eigenvectorBasis j) i
    rw [Matrix.mul_diagonal, hU]
    simp only [Matrix.mul_apply, Matrix.IsHermitian.eigenvectorUnitary_apply]
    simpa [Matrix.mulVec, dotProduct, mul_comm] using h
  have h3 : A = U * diagonal hA.eigenvalues * Uᵀ := by
    rw [← h2, mul_assoc, h1, mul_one]
  refine ⟨Uᵀ.submatrix (Tuple.sort hA.eigenvalues) id, fun x => ?_⟩
  have key : ∀ d : Fin n → ℝ,
      x ⬝ᵥ ((U * diagonal d * Uᵀ) *ᵥ x) = ∑ i, d i * (Uᵀ *ᵥ x) i ^ 2 := by
    intro d
    rw [← Matrix.mulVec_mulVec, ← Matrix.mulVec_mulVec, Matrix.dotProduct_mulVec,
      ← Matrix.mulVec_transpose]
    simp only [dotProduct, Matrix.mulVec_diagonal]
    exact Finset.sum_congr rfl fun i _ => by ring
  constructor
  · have h := key (fun _ => 1)
    simp only [Matrix.diagonal_one, mul_one, h1, Matrix.one_mulVec, one_mul] at h
    exact h.trans (Equiv.sum_comp (Tuple.sort hA.eigenvalues)
      (fun i => (Uᵀ *ᵥ x) i ^ 2)).symm
  · have h := key hA.eigenvalues
    rw [← h3] at h
    exact h.trans (Equiv.sum_comp (Tuple.sort hA.eigenvalues)
      (fun i => hA.eigenvalues i * (Uᵀ *ᵥ x) i ^ 2)).symm

/-- Comparison principle: a bound of one energy form by a nonnegative multiple of another plus a
multiple of the squared length carries over to the k-th sorted eigenvalues. -/
theorem sortedEig_le {A B : Matrix (Fin n) (Fin n) ℝ} (hA : A.IsHermitian)
    (hB : B.IsHermitian) {a b : ℝ} (ha : 0 ≤ a)
    (h : ∀ x : Fin n → ℝ, x ⬝ᵥ (A *ᵥ x) ≤ a * (x ⬝ᵥ (B *ᵥ x)) + b * (x ⬝ᵥ x)) (k : Fin n) :
    sortedEig hA k ≤ a * sortedEig hB k + b := by
  obtain ⟨P, hP⟩ := normal_coordinates hA
  obtain ⟨Q, hQ⟩ := normal_coordinates hB
  -- a trial vector without A-modes below k and without B-modes above k
  let M : Matrix (Fin n) (Fin n) ℝ :=
    Matrix.of fun i j => if i < k then P i j else if k < i then Q i j else 0
  have hdet : M.det = 0 := Matrix.det_eq_zero_of_row_eq_zero k (fun j => by simp [M])
  obtain ⟨x, hx, hMx⟩ := Matrix.exists_mulVec_eq_zero_iff.mpr hdet
  have hPx : ∀ i, i < k → (P *ᵥ x) i = 0 := by
    intro i hi
    have h0 := congrFun hMx i
    simpa [M, Matrix.mulVec, dotProduct, hi] using h0
  have hQx : ∀ i, k < i → (Q *ᵥ x) i = 0 := by
    intro i hi
    have hn : ¬ i < k := not_lt_of_ge (le_of_lt hi)
    have h0 := congrFun hMx i
    simpa [M, Matrix.mulVec, dotProduct, hi, hn] using h0
  have hpos : 0 < x ⬝ᵥ x := by
    obtain ⟨i, hi⟩ := Function.ne_iff.mp hx
    show 0 < ∑ j, x j * x j
    exact Finset.sum_pos' (fun j _ => mul_self_nonneg _)
      ⟨i, Finset.mem_univ _, mul_self_pos.mpr hi⟩
  have low : sortedEig hA k * (x ⬝ᵥ x) ≤ x ⬝ᵥ (A *ᵥ x) := by
    rw [(hP x).1, (hP x).2, Finset.mul_sum]
    refine Finset.sum_le_sum fun i _ => ?_
    by_cases hi : i < k
    · simp [hPx i hi]
    · exact mul_le_mul_of_nonneg_right
        (Tuple.monotone_sort hA.eigenvalues (not_lt.mp hi)) (sq_nonneg _)
  have up : x ⬝ᵥ (B *ᵥ x) ≤ sortedEig hB k * (x ⬝ᵥ x) := by
    rw [(hQ x).1, (hQ x).2, Finset.mul_sum]
    refine Finset.sum_le_sum fun i _ => ?_
    by_cases hi : k < i
    · simp [hQx i hi]
    · exact mul_le_mul_of_nonneg_right
        (Tuple.monotone_sort hB.eigenvalues (not_lt.mp hi)) (sq_nonneg _)
  have h4 := mul_le_mul_of_nonneg_left up ha
  refine le_of_mul_le_mul_right ?_ hpos
  linarith [h x]

/-- If all entries of a matrix are at most `δ` in size, its quadratic form is at most `n δ` times
the squared length. -/
theorem form_le {E : Matrix (Fin n) (Fin n) ℝ} {δ : ℝ} (hE : ∀ i j, |E i j| ≤ δ)
    (x : Fin n → ℝ) : x ⬝ᵥ (E *ᵥ x) ≤ n * δ * (x ⬝ᵥ x) := by
  have hs : x ⬝ᵥ x = ∑ i, x i ^ 2 := by simp only [dotProduct, pow_two]
  calc x ⬝ᵥ (E *ᵥ x) = ∑ i, ∑ j, x i * (E i j * x j) := by
        simp only [dotProduct, Matrix.mulVec, Finset.mul_sum]
    _ ≤ ∑ i, ∑ j, δ / 2 * (x i ^ 2 + x j ^ 2) := by
        refine Finset.sum_le_sum fun i _ => Finset.sum_le_sum fun j _ => ?_
        obtain ⟨h1, h2⟩ := abs_le.mp (hE i j)
        nlinarith [mul_nonneg (sub_nonneg.2 h2) (sq_nonneg (x i + x j)),
          mul_nonneg (by linarith : 0 ≤ δ + E i j) (sq_nonneg (x i - x j))]
    _ = n * δ * (x ⬝ᵥ x) := by
        rw [hs]
        simp only [← Finset.mul_sum, Finset.sum_add_distrib, Finset.sum_const,
          Finset.card_univ, Fintype.card_fin, nsmul_eq_mul]
        ring

variable {D : ℝ → Matrix (Fin n) (Fin n) ℝ} {D' : Matrix (Fin n) (Fin n) ℝ} {V0 l : ℝ}

/-- The volume derivative of a symmetric dynamical matrix is symmetric. -/
theorem deriv_isHermitian (hD : ∀ V, (D V).IsHermitian)
    (hd : ∀ i j, HasDerivAt (fun V => D V i j) (D' i j) V0) : D'.IsHermitian := by
  refine Matrix.IsHermitian.ext fun i j => ?_
  have e : (fun V => D V j i) = fun V => D V i j :=
    funext fun V => by simpa using (hD V).apply i j
  have h := hd j i
  rw [e] at h
  rw [star_trivial]
  exact h.unique (hd i j)

/-- Splitting of a fully degenerate level: as the volume decreases to `V0`, the difference
quotient of the k-th sorted eigenvalue of the dynamical matrix tends to the k-th sorted
eigenvalue of its volume derivative. -/
theorem degenerate_slope (hD : ∀ V, (D V).IsHermitian)
    (hd : ∀ i j, HasDerivAt (fun V => D V i j) (D' i j) V0)
    (hV : D V0 = l • (1 : Matrix (Fin n) (Fin n) ℝ)) (k : Fin n) :
    Tendsto (fun h : ℝ => (sortedEig (hD (V0 + h)) k - l) / h) (𝓝[>] 0)
      (𝓝 (sortedEig (deriv_isHermitian hD hd) k)) := by
  rw [Metric.tendsto_nhds]
  intro ε hε
  obtain ⟨δ, hδ, hnd⟩ : ∃ δ : ℝ, 0 < δ ∧ n * δ + δ = ε := by
    have hn : (n : ℝ) + 1 ≠ 0 := by positivity
    exact ⟨ε / (n + 1), by positivity, by linear_combination div_mul_cancel₀ ε hn⟩
  have hall : ∀ᶠ h in 𝓝[>] (0 : ℝ), ∀ i j,
      |h⁻¹ * (D (V0 + h) i j - D V0 i j) - D' i j| < δ := by
    refine Filter.eventually_all.2 fun i => Filter.eventually_all.2 fun j => ?_
    have h := Metric.tendsto_nhds.mp (hd i j).tendsto_slope_zero_right δ hδ
    simpa only [Real.dist_eq, smul_eq_mul] using h
  filter_upwards [hall, self_mem_nhdsWithin] with h hh hmem
  have hpos : 0 < h := hmem
  have hi : h * h⁻¹ = 1 := mul_inv_cancel₀ hpos.ne'
  -- E is the error of the linear expansion, divided by h
  obtain ⟨E, hEd⟩ : ∃ E, E = h⁻¹ • (D (V0 + h) - D V0) - D' := ⟨_, rfl⟩
  have hE : ∀ i j, |E i j| ≤ δ := fun i j => by
    rw [hEd]
    exact (hh i j).le
  have hE' : ∀ i j, |(-E) i j| ≤ δ := fun i j => by
    rw [Matrix.neg_apply, abs_neg]
    exact hE i j
  have hdec : D (V0 + h) = l • (1 : Matrix (Fin n) (Fin n) ℝ) + h • D' + h • E := by
    rw [← hV, hEd]
    ext i j
    simp only [Matrix.add_apply, Matrix.sub_apply, Matrix.smul_apply, smul_eq_mul]
    linear_combination (-(D (V0 + h) i j - D V0 i j)) * hi
  have hform : ∀ x : Fin n → ℝ, x ⬝ᵥ (D (V0 + h) *ᵥ x) =
      l * (x ⬝ᵥ x) + h * (x ⬝ᵥ (D' *ᵥ x)) + h * (x ⬝ᵥ (E *ᵥ x)) := by
    intro x
    rw [hdec]
    simp only [Matrix.add_mulVec, Matrix.smul_mulVec, Matrix.one_mulVec, dotProduct_add,
      dotProduct_smul, smul_eq_mul]
  -- compare the two energy forms in both directions
  have up := sortedEig_le (hD (V0 + h)) (deriv_isHermitian hD hd) (a := h)
    (b := l + h * (n * δ)) hpos.le (fun x => by
      rw [hform x]
      have h1 := mul_le_mul_of_nonneg_left (form_le hE x) hpos.le
      linarith) k
  have low := sortedEig_le (deriv_isHermitian hD hd) (hD (V0 + h)) (a := h⁻¹)
    (b := -(h⁻¹ * l) + n * δ) (inv_pos.mpr hpos).le (fun x => by
      have h1 := form_le hE' x
      rw [Matrix.neg_mulVec, dotProduct_neg] at h1
      have h2 : h⁻¹ * (x ⬝ᵥ (D (V0 + h) *ᵥ x)) =
          h⁻¹ * l * (x ⬝ᵥ x) + x ⬝ᵥ (D' *ᵥ x) + x ⬝ᵥ (E *ᵥ x) := by
        rw [hform x]
        linear_combination (x ⬝ᵥ (D' *ᵥ x) + x ⬝ᵥ (E *ᵥ x)) * hi
      rw [h2]
      linarith) k
  have up' : (sortedEig (hD (V0 + h)) k - l) / h ≤
      sortedEig (deriv_isHermitian hD hd) k + n * δ := by
    rw [div_le_iff₀ hpos]
    linarith
  have e : (sortedEig (hD (V0 + h)) k - l) / h =
      h⁻¹ * sortedEig (hD (V0 + h)) k - h⁻¹ * l := by ring
  rw [Real.dist_eq, abs_lt]
  constructor <;> linarith

/-- Mode Grüneisen parameters, taken from the right at `V0`, of a dynamical matrix that is fully
degenerate there with squared frequency `l > 0`: the k-th one is `-V0 / (2 l)` times the k-th sorted
eigenvalue of the volume derivative. -/
theorem degenerate_gruneisen (hD : ∀ V, (D V).IsHermitian)
    (hd : ∀ i j, HasDerivAt (fun V => D V i j) (D' i j) V0)
    (hV : D V0 = l • (1 : Matrix (Fin n) (Fin n) ℝ)) (hl : 0 < l) (k : Fin n) :
    Tendsto (fun h : ℝ =>
        -V0 * ((Real.sqrt (sortedEig (hD (V0 + h)) k) - Real.sqrt l) / h) / Real.sqrt l)
      (𝓝[>] 0) (𝓝 (-(V0 / (2 * l)) * sortedEig (deriv_isHermitian hD hd) k)) := by
  have hq := degenerate_slope hD hd hV k
  have hid : Tendsto (fun h : ℝ => h) (𝓝[>] 0) (𝓝 0) :=
    tendsto_id.mono_left nhdsWithin_le_nhds
  -- the squared frequency itself tends to l
  have ha : Tendsto (fun h : ℝ => sortedEig (hD (V0 + h)) k) (𝓝[>] 0) (𝓝 l) := by
    have h1 := (hid.mul hq).const_add l
    rw [zero_mul, add_zero] at h1
    refine h1.congr' ?_
    filter_upwards [self_mem_nhdsWithin] with h hh
    have hne : h ≠ 0 := ne_of_gt hh
    have e : h * ((sortedEig (hD (V0 + h)) k - l) / h) = sortedEig (hD (V0 + h)) k - l := by
      field_simp
    linarith
  have hs : Tendsto (fun h : ℝ => Real.sqrt (sortedEig (hD (V0 + h)) k)) (𝓝[>] 0)
      (𝓝 (Real.sqrt l)) := (Real.continuous_sqrt.tendsto l).comp ha
  have hsl : 0 < Real.sqrt l := Real.sqrt_pos.mpr hl
  have hl2 : Real.sqrt l * Real.sqrt l = l := Real.mul_self_sqrt hl.le
  have hlim : Tendsto (fun h : ℝ => -V0 * ((sortedEig (hD (V0 + h)) k - l) / h /
      (Real.sqrt (sortedEig (hD (V0 + h)) k) + Real.sqrt l)) / Real.sqrt l) (𝓝[>] 0)
      (𝓝 (-V0 * (sortedEig (deriv_isHermitian hD hd) k /
        (Real.sqrt l + Real.sqrt l)) / Real.sqrt l)) :=
    ((hq.div (hs.add_const (Real.sqrt l)) (by positivity)).const_mul (-V0)).div_const _
  have hval : -V0 * (sortedEig (deriv_isHermitian hD hd) k /
      (Real.sqrt l + Real.sqrt l)) / Real.sqrt l =
      -(V0 / (2 * l)) * sortedEig (deriv_isHermitian hD hd) k := by
    calc _ = -(V0 / (2 * (Real.sqrt l * Real.sqrt l))) *
          sortedEig (deriv_isHermitian hD hd) k := by ring
      _ = _ := by rw [hl2]
  rw [hval] at hlim
  refine hlim.congr' ?_
  filter_upwards [ha.eventually (lt_mem_nhds hl)] with h hp
  have ha2 := Real.mul_self_sqrt (le_of_lt hp)
  have hne : Real.sqrt (sortedEig (hD (V0 + h)) k) + Real.sqrt l ≠ 0 := by positivity
  -- difference of squares turns squared frequencies into frequencies
  have hf : sortedEig (hD (V0 + h)) k - l =
      (Real.sqrt (sortedEig (hD (V0 + h)) k) - Real.sqrt l) *
        (Real.sqrt (sortedEig (hD (V0 + h)) k) + Real.sqrt l) := by
    linear_combination (-1) * ha2 + hl2
  rw [div_right_comm, hf, mul_div_cancel_right₀ _ hne]

end

end DegenerateGruneisen
```

```lean
#print axioms DegenerateGruneisen.degenerate_gruneisen
```

```
'DegenerateGruneisen.degenerate_gruneisen' depends on axioms: [propext, Classical.choice, Quot.sound]
```

## How the hypotheses map to the physics

`D` assigns a real matrix to each real number V, and `hD` says that it is always symmetric. The hypothesis `hd` gives the derivative entry by entry at `V0`; the symmetry of `D'` is proved in `deriv_isHermitian`. The degeneracy is `hV`. The index `k : Fin n` runs from 0 to n − 1, and `𝓝[>] 0` encodes h ↓ 0.

`degenerate_slope` needs no sign condition on `l` or `V0`. `degenerate_gruneisen` adds `0 < l`, which says that the level is dynamically stable with nonzero frequency. Positivity of `V0` is physically natural but is not used.

The hypothesis `hV` makes the whole matrix degenerate. A degenerate level inside a larger spectrum is covered only if its modes form a block of their own at every volume, as symmetry may ensure; coupling to other levels is not treated. Nor are complex Hermitian matrices at general wavevectors. If symmetry preserves the degeneracy along the volume path, D' is itself a multiple of the identity on the block and all the γ_k coincide; splitting requires an accidental degeneracy or a deformation that lowers the symmetry.

## How the proof follows the derivation

`sortedEig` composes Mathlib's eigenvalues with the permutation that sorts them. `normal_coordinates` diagonalises A as U diag Uᵀ and permutes the rows of Uᵀ in the same way, which gives the sums of squares used above.

In `sortedEig_le` the counting of conditions becomes a determinant. The matrix `M` has the rows of `P` below index k, the rows of `Q` above it, and a zero row at k. Its determinant vanishes, so a nonzero null vector exists, and this is the trial vector x. The facts `low` and `up` are the outer inequalities of the chain.

`form_le` proves the entrywise estimate by giving `nlinarith` two nonnegative products, (δ − E_ij)(x_i + x_j)² and (δ + E_ij)(x_i − x_j)². Their sum is 2δ(x_i² + x_j²) − 4 E_ij x_i x_j, which is the required inequality up to a factor of 4.

In `degenerate_slope`, δ is chosen so that nδ + δ = ε, which makes the final bound strict. Differentiability supplies `hall`, the smallness of all entries of E at once. `hdec` is the linear expansion and `hform` its quadratic form; `sortedEig_le` is then applied once in each direction, with a = h and with a = h⁻¹.

`degenerate_gruneisen` first derives λ_k → l from the slope limit (`ha`). The limit with the sum of square roots in the denominator is `hlim`, and `hval` simplifies its value. The difference of squares `hf` identifies the two quotients for small h, where λ_k is positive; Lean's convention that the square root of a negative number is 0 therefore has no effect on the limit.
